# Stability window of extended-Lagrangian density propagation for a linearised SCF map

## Question

Before an extended-Lagrangian Born–Oppenheimer run I have to fix the dimensionless coupling $k=\omega^2\delta t^2$, where $\delta t$ is the time step and $\omega$ the frequency with which the auxiliary density $p$ is tied to the output $F(p)$ of the SCF map. The density is propagated by the Verlet step

$$p_{n+2}=2p_{n+1}-p_n+k\,\bigl(F(p_{n+1})-p_{n+1}\bigr).$$

Near the self-consistent density $\rho$ I linearise $F(q)=\rho+g\,(q-\rho)$ with a response factor $g$. The claim is that every trajectory stays within a bounded distance of $\rho$ exactly when $0<k(1-g)<4$, and that this holds for all $g\in(-1,1)$ exactly when $0<k\le 2$. Can this be stated and proved in Lean 4 with Mathlib, if possible with a version for many coupled modes?

## Answer

Both equivalences are proved below for one mode. For many modes, the sufficiency of $0<k\le2$ is proved when the response matrix is symmetric with all eigenvalues in $(-1,1)$.

### How the physics is encoded

A trajectory is a sequence $p_0,p_1,\dots$ in a real vector space `E`, and `IsXL k F p` says that it obeys the Verlet step for every $n\ge0$. This step is the central-difference form of $\ddot p=\omega^2(F(p)-p)$. The first two values are free, so a statement about all `p` covers all initial conditions. For one mode `E` is $\mathbb R$ and `linearScf ρ g` is the map $F$ above. For several modes `E` is `m → ℝ`, real vectors indexed by a finite set `m`, and `matrixScf ρ G` is $F(q)=\rho+G(q-\rho)$ with a real matrix $G$.

`XLStable k ρ g` reads: for each trajectory there is a constant $C$ with $|p_n-\rho|\le C$ for all $n$. The constant may depend on the trajectory, and the negation means that at least one trajectory is unbounded. `IsErr a x` and `ErrStable a` are the same two notions for an error sequence $x_n$ with a single parameter $a$. The numbers $k$, $g$, $\rho$ are arbitrary reals with no sign assumed. The interval $-1<g<1$ is the range in which the plain iteration $q\mapsto F(q)$ converges to $\rho$ from every start, since it multiplies $q-\rho$ by $g$ at each pass.

The map is exactly linear, the fixed point $\rho$ does not move, and there is neither a dissipation term nor noise. Within that frozen, linear model of one mode, $0<k\le2$ are exactly the couplings for which all trajectories stay bounded whatever the response $g$ in $(-1,1)$.

### Derivation by hand

**Error recurrence.** Put $x_n=p_n-\rho$ and $a=k(1-g)$. Since $F(p_{n+1})-p_{n+1}=-(1-g)\,x_{n+1}$ and $2\rho-\rho=\rho$, the Verlet step is equivalent to

$$x_{n+2}=2x_{n+1}-x_n-a\,x_{n+1}.$$

**Conserved form.** Define $Q(u,v)=(u-v)^2+a\,uv=u^2+v^2-(2-a)uv$. Write $w=x_{n+2}$, $u=x_{n+1}$, $v=x_n$, so that $w+v=(2-a)u$. Then

$$Q(w,u)-Q(u,v)=w^2-v^2-(2-a)u(w-v)=(w-v)\bigl(w+v-(2-a)u\bigr)=0 .$$

Hence $Q(x_{n+1},x_n)=Q_0$ for all $n$, with $Q_0=Q(x_1,x_0)$.

**Bound for $0<a<4$.** Completing the square in $u$ and using $4-(2-a)^2=a(4-a)$ gives

$$4Q(u,v)=\bigl(2u-(2-a)v\bigr)^2+a(4-a)\,v^2 .$$

With $u=x_{n+1}$, $v=x_n$ and the square dropped, $x_n^2\le 4Q_0/\bigl(a(4-a)\bigr)$.

**Growth for $a\le0$.** The increments $d_n=x_{n+1}-x_n$ obey $d_{n+1}=d_n-a\,x_{n+1}$. Suppose $0\le x_0\le x_1$, so $d_0\ge0$. If $x_n\ge x_0+n\,d_0$ and $d_n\ge d_0$, then $x_{n+1}=x_n+d_n\ge x_0+(n+1)d_0\ge0$, so $-a\,x_{n+1}\ge0$ and $d_{n+1}\ge d_0$. By induction $x_n\ge x_0+n(x_1-x_0)$. The solution with $x_0=0$, $x_1=1$ has $x_n\ge n$ and is unbounded.

**Staggering for $a\ge4$.** Let $y_n=(-1)^nx_n$. Multiplying $x_{n+2}=(2-a)x_{n+1}-x_n$ by $(-1)^n$ gives $y_{n+2}=-(2-a)y_{n+1}-y_n=\bigl(2-(4-a)\bigr)y_{n+1}-y_n$, the recurrence with $4-a$ in place of $a$, and $|y_n|=|x_n|$. For $a\ge4$ the parameter $4-a$ is at most zero and has an unbounded solution, whose staggered copy is an unbounded solution for $a$. All solutions are therefore bounded if and only if $0<a<4$.

**Uniformity in $g$.** If $0<k\le2$ and $-1<g<1$, then $0<1-g<2$ and $0<k(1-g)\le2(1-g)<4$. Conversely, stability at $g=0$ requires $k>0$. If $k>2$, then $0<4/k<2$, so $g=1-4/k$ lies in $(-1,1)$, and there $k(1-g)=4$, which is excluded.

**Many modes.** Let $t$ be the step index and $x_t=p_t-\rho$ a vector, so that $x_{t+2}=2x_{t+1}-x_t-k(x_{t+1}-Gx_{t+1})$. Assume that $G$ is symmetric, that $|v\cdot Gv|\le\gamma\,v\cdot v$ for all vectors $v$ with a number $\gamma<1$, and that $0<k\le2$. Define

$$Q(u,v)=u\cdot u+v\cdot v-(2-k)\,u\cdot v-k\,u\cdot Gv .$$

For $w=x_{t+2}$, $u=x_{t+1}$, $v=x_t$ one has $w+v=(2-k)u+kGu$, and symmetry gives $u\cdot Gv=v\cdot Gu$. Therefore

$$Q(w,u)-Q(u,v)=(w-v)\cdot(w+v)-(w-v)\cdot\bigl((2-k)u+kGu\bigr)=0 .$$

For arbitrary $u,v$ set $S=u\cdot u+v\cdot v$. Polarisation gives

$$4\,u\cdot Gv=(u+v)\cdot G(u+v)-(u-v)\cdot G(u-v)\le\gamma\,\bigl((u+v)\cdot(u+v)+(u-v)\cdot(u-v)\bigr)=2\gamma S,$$

and $(u-v)\cdot(u-v)\ge0$ gives $u\cdot v\le S/2$. Because $k$ and $2-k$ are both non-negative,

$$Q(u,v)\ge S-\frac{2-k}{2}S-\frac{k\gamma}{2}S=\frac{k(1-\gamma)}{2}\,S .$$

Thus $x_t\cdot x_t\le 2Q(x_1,x_0)/\bigl(k(1-\gamma)\bigr)$ for every $t$.

**Numbers.** Take $k=2$, $g=\tfrac12$, so $a=1$ and $x_{n+2}=x_{n+1}-x_n$. From $0,1$ the error runs $0,1,1,0,-1,-1,0,1,\dots$ with period six. The form is $Q(1,0)=1$, $Q(1,1)=0+1=1$, $Q(0,1)=1$, $Q(-1,0)=1$, and the bound $x_n^2\le4/3$ holds but is not attained, since $\max x_n^2=1$. Take instead $k=3$, for which the edge lies at $g=1-\tfrac43=-\tfrac13$. Then $a=4$, $x_{n+2}=-2x_{n+1}-x_n$, and the error runs $0,1,-2,3,-4,\dots$, although the plain SCF iteration with $g=-\tfrac13$ converges.

### The Lean file

```lean
import Mathlib

open Matrix

namespace ExtendedLagrangianStability

noncomputable section

/-- Verlet propagation of the auxiliary density `p`, pulled with coupling `k` towards the
output `F p` of the SCF map. -/
def IsXL {E : Type*} [AddCommGroup E] [Module ℝ E] (k : ℝ) (F : E → E) (p : ℕ → E) : Prop :=
  ∀ n, p (n + 2) = (2 : ℝ) • p (n + 1) - p n + k • (F (p (n + 1)) - p (n + 1))

/-- SCF map linearised about the fixed point `ρ`, with response factor `g`. -/
def linearScf (ρ g q : ℝ) : ℝ := ρ + g * (q - ρ)

/-- SCF map linearised about the fixed point `ρ`, with response matrix `G`. -/
def matrixScf {m : Type*} [Fintype m] (ρ : m → ℝ) (G : Matrix m m ℝ) (q : m → ℝ) : m → ℝ :=
  ρ + G *ᵥ (q - ρ)

/-- Every trajectory for the linearised SCF map stays within a bounded distance of `ρ`. -/
def XLStable (k ρ g : ℝ) : Prop :=
  ∀ p : ℕ → ℝ, IsXL k (linearScf ρ g) p → ∃ C, ∀ n, |p n - ρ| ≤ C

/-- The error recurrence `x(n+2) = 2 x(n+1) - x(n) - a x(n+1)`. -/
def IsErr (a : ℝ) (x : ℕ → ℝ) : Prop :=
  ∀ n, x (n + 2) = 2 * x (n + 1) - x n - a * x (n + 1)

/-- Every real solution of the error recurrence is bounded. -/
def ErrStable (a : ℝ) : Prop := ∀ x : ℕ → ℝ, IsErr a x → ∃ C, ∀ n, |x n| ≤ C

/-- The quadratic form `(u - v)² + a u v` of two successive errors. -/
def shadow (a u v : ℝ) : ℝ := (u - v) ^ 2 + a * u * v

/-- The sequence generated by the error recurrence from the initial values `0, 1`. -/
def errSol (a : ℝ) : ℕ → ℝ
  | 0 => 0
  | 1 => 1
  | n + 2 => 2 * errSol a (n + 1) - errSol a n - a * errSol a (n + 1)

/-- `p` is a trajectory for the linearised SCF map iff its deviation from `ρ` solves the
error recurrence with `a = k (1 - g)`. -/
theorem xl_iff_error (k ρ g : ℝ) (p : ℕ → ℝ) :
    IsXL k (linearScf ρ g) p ↔ IsErr (k * (1 - g)) (fun n => p n - ρ) := by
  unfold IsXL IsErr
  refine forall_congr' fun n => ?_
  simp only [linearScf, smul_eq_mul]
  constructor <;> intro h <;> linear_combination h

/-- The quadratic form `shadow` of successive errors is conserved along the recurrence. -/
theorem shadow_conserved {a : ℝ} {x : ℕ → ℝ} (h : IsErr a x) (n : ℕ) :
    shadow a (x (n + 1)) (x n) = shadow a (x 1) (x 0) := by
  induction n with
  | zero => rfl
  | succ n ih =>
    have h2 : x (n + 1 + 1) = 2 * x (n + 1) - x n - a * x (n + 1) := h n
    rw [← ih, h2]
    unfold shadow
    ring

/-- For `0 < a < 4` the squared error never exceeds `4 Q₀ / (a (4 - a))`, with `Q₀` the
initial value of `shadow`. -/
theorem err_sq_le {a : ℝ} {x : ℕ → ℝ} (h : IsErr a x) (h0 : 0 < a) (h4 : a < 4) (n : ℕ) :
    x n ^ 2 ≤ 4 * shadow a (x 1) (x 0) / (a * (4 - a)) := by
  rw [le_div_iff₀ (mul_pos h0 (sub_pos.2 h4)), ← shadow_conserved h n]
  unfold shadow
  -- complete the square
  nlinarith [sq_nonneg (2 * x (n + 1) - (2 - a) * x n)]

/-- For `a ≤ 0` and `0 ≤ x 0 ≤ x 1`, the error lies above the straight line through its first
two values. -/
theorem err_growth {a : ℝ} {x : ℕ → ℝ} (h : IsErr a x) (ha : a ≤ 0) (h0 : 0 ≤ x 0)
    (h1 : x 0 ≤ x 1) (n : ℕ) : x 0 + n * (x 1 - x 0) ≤ x n := by
  have key : ∀ n : ℕ, x 0 + n * (x 1 - x 0) ≤ x n ∧ x 1 - x 0 ≤ x (n + 1) - x n := by
    intro n
    induction n with
    | zero => simp
    | succ n ih =>
      have h2 : x (n + 1 + 1) = 2 * x (n + 1) - x n - a * x (n + 1) := h n
      have hn : 0 ≤ (n : ℝ) * (x 1 - x 0) := mul_nonneg (Nat.cast_nonneg n) (sub_nonneg.2 h1)
      have hpos : 0 ≤ x (n + 1) := by linarith [ih.1, ih.2]
      -- the force `-a x` pushes outwards, so the increments never shrink
      have hf : 0 ≤ -a * x (n + 1) := mul_nonneg (neg_nonneg.2 ha) hpos
      constructor
      · push_cast
        linarith [ih.1, ih.2]
      · linarith [ih.2]
  exact (key n).1

/-- Flipping the sign of every other step turns a solution for `a` into one for `4 - a`. -/
theorem err_stagger {a : ℝ} {x : ℕ → ℝ} (h : IsErr a x) :
    IsErr (4 - a) (fun n => (-1) ^ n * x n) := by
  intro n
  show (-1) ^ (n + 2) * x (n + 2) = 2 * ((-1) ^ (n + 1) * x (n + 1)) - (-1) ^ n * x n
    - (4 - a) * ((-1) ^ (n + 1) * x (n + 1))
  rw [h n, pow_add, pow_add]
  ring

/-- All real solutions of the error recurrence are bounded iff `0 < a < 4`. -/
theorem errStable_iff (a : ℝ) : ErrStable a ↔ 0 < a ∧ a < 4 := by
  have unstable : ∀ b : ℝ, b ≤ 0 → ¬ ErrStable b := by
    intro b hb hs
    have hsol : IsErr b (errSol b) := by
      intro n
      rfl
    have e0 : errSol b 0 = 0 := by simp [errSol]
    have e1 : errSol b 1 = 1 := by simp [errSol]
    obtain ⟨C, hC⟩ := hs _ hsol
    obtain ⟨n, hn⟩ := exists_nat_gt C
    have hg := err_growth hsol hb (by linarith) (by linarith) n
    rw [e0, e1] at hg
    linarith [le_abs_self (errSol b n), hC n]
  constructor
  · intro hs
    have hflip : ErrStable (4 - a) := by
      intro x hx
      have hy := err_stagger hx
      rw [sub_sub_cancel] at hy
      obtain ⟨C, hC⟩ := hs _ hy
      refine ⟨C, fun n => ?_⟩
      have hn : |(-1) ^ n * x n| ≤ C := hC n
      rwa [abs_mul, abs_pow, abs_neg, abs_one, one_pow, one_mul] at hn
    constructor
    · by_contra hc
      exact unstable a (not_lt.1 hc) hs
    · by_contra hc
      exact unstable (4 - a) (by linarith [not_lt.1 hc]) hflip
  · rintro ⟨h0, h4⟩ x hx
    exact ⟨_, fun n => Real.abs_le_sqrt (err_sq_le hx h0 h4 n)⟩

/-- All trajectories stay within a bounded distance of the SCF fixed point iff
`0 < k (1 - g) < 4`. -/
theorem xlStable_iff (k ρ g : ℝ) : XLStable k ρ g ↔ 0 < k * (1 - g) ∧ k * (1 - g) < 4 := by
  rw [← errStable_iff]
  constructor
  · intro h x hx
    obtain ⟨C, hC⟩ := h (fun n => x n + ρ) ((xl_iff_error k ρ g _).2 (by simpa using hx))
    exact ⟨C, fun n => by simpa using hC n⟩
  · intro h p hp
    exact h _ ((xl_iff_error k ρ g p).1 hp)

/-- Trajectories are bounded for every response factor `g` in `(-1, 1)` iff `0 < k ≤ 2`. -/
theorem xlStable_uniform_iff (k ρ : ℝ) :
    (∀ g, -1 < g → g < 1 → XLStable k ρ g) ↔ 0 < k ∧ k ≤ 2 := by
  simp only [xlStable_iff]
  constructor
  · intro h
    have hk : 0 < k := by simpa using (h 0 (by norm_num) (by norm_num)).1
    refine ⟨hk, ?_⟩
    by_contra hc
    -- the response `g = 1 - 4 / k` sits on the stability edge
    have h1 : 4 / k < 2 := by
      rw [div_lt_iff₀ hk]
      linarith [not_le.1 hc]
    have h2 : 0 < 4 / k := by positivity
    have h3 := (h (1 - 4 / k) (by linarith) (by linarith)).2
    have h4 : k * (4 / k) = 4 := by field_simp
    rw [sub_sub_cancel] at h3
    linarith
  · rintro ⟨h0, h2⟩ g hg hg1
    have h3 := mul_le_mul_of_nonneg_right h2 (sub_nonneg.2 hg1.le)
    exact ⟨mul_pos h0 (sub_pos.2 hg1), by linarith⟩

/-- Many modes: for a symmetric response matrix with `|v·Gv| ≤ γ v·v`, `γ < 1`, and
`0 < k ≤ 2`, the squared distance of any trajectory from `ρ` is bounded. -/
theorem xl_matrix_bounded {m : Type*} [Fintype m] {G : Matrix m m ℝ} {γ k : ℝ} {ρ : m → ℝ}
    (hG : G.IsSymm) (hγ : ∀ v, |v ⬝ᵥ G *ᵥ v| ≤ γ * (v ⬝ᵥ v)) (hγ1 : γ < 1)
    (h0 : 0 < k) (h2 : k ≤ 2) {p : ℕ → m → ℝ} (h : IsXL k (matrixScf ρ G) p) :
    ∃ C, ∀ t, (p t - ρ) ⬝ᵥ (p t - ρ) ≤ C := by
  obtain ⟨x, hxd⟩ : ∃ x : ℕ → m → ℝ, ∀ t, x t = p t - ρ := ⟨_, fun _ => rfl⟩
  have hx : ∀ t, x (t + 1 + 1)
      = (2 : ℝ) • x (t + 1) - x t - k • (x (t + 1) - G *ᵥ x (t + 1)) := by
    intro t
    have h3 : p (t + 1 + 1) = (2 : ℝ) • p (t + 1) - p t
        + k • (ρ + G *ᵥ (p (t + 1) - ρ) - p (t + 1)) := h t
    simp only [hxd]
    rw [h3]
    module
  have hz : ∀ t z, z ⬝ᵥ x (t + 1 + 1) = 2 * (z ⬝ᵥ x (t + 1)) - z ⬝ᵥ x t
      - k * (z ⬝ᵥ x (t + 1) - z ⬝ᵥ G *ᵥ x (t + 1)) := by
    intro t z
    rw [hx t]
    simp only [dotProduct_sub, dotProduct_smul, smul_eq_mul]
  have hs : ∀ u v : m → ℝ, u ⬝ᵥ G *ᵥ v = v ⬝ᵥ G *ᵥ u := by
    intro u v
    rw [Matrix.dotProduct_mulVec, ← Matrix.mulVec_transpose, hG.eq, dotProduct_comm]
  have nn : ∀ v : m → ℝ, 0 ≤ v ⬝ᵥ v :=
    fun v => Finset.sum_nonneg fun i _ => mul_self_nonneg (v i)
  obtain ⟨Q, hQ⟩ : ∃ Q : (m → ℝ) → (m → ℝ) → ℝ, ∀ u v,
      Q u v = u ⬝ᵥ u + v ⬝ᵥ v - (2 - k) * (u ⬝ᵥ v) - k * (u ⬝ᵥ G *ᵥ v) := ⟨_, fun _ _ => rfl⟩
  -- the form `Q` is conserved
  have cons : ∀ t, Q (x (t + 1)) (x t) = Q (x 1) (x 0) := by
    intro t
    induction t with
    | zero => rfl
    | succ t ih =>
      rw [← ih, hQ, hQ]
      linear_combination hz t (x (t + 1 + 1)) - hz t (x t)
        - dotProduct_comm (x (t + 1 + 1)) (x t)
        - (2 - k) * dotProduct_comm (x t) (x (t + 1)) + k * hs (x (t + 1)) (x t)
  -- and it dominates the squared norms, by polarisation
  have lower : ∀ u v, k * (1 - γ) / 2 * (u ⬝ᵥ u + v ⬝ᵥ v) ≤ Q u v := by
    intro u v
    have a1 := (abs_le.1 (hγ (u + v))).2
    have a2 := (abs_le.1 (hγ (u - v))).1
    have a3 := nn (u - v)
    simp only [Matrix.mulVec_add, Matrix.mulVec_sub, add_dotProduct, dotProduct_add,
      sub_dotProduct, dotProduct_sub] at a1 a2 a3
    rw [hs v u] at a1 a2
    rw [dotProduct_comm v u] at a1 a2 a3
    have b1 : 0 ≤ γ * (u ⬝ᵥ u + v ⬝ᵥ v) / 2 - u ⬝ᵥ G *ᵥ v := by linarith
    have b2 : 0 ≤ (u ⬝ᵥ u + v ⬝ᵥ v) / 2 - u ⬝ᵥ v := by linarith
    rw [hQ]
    nlinarith [mul_nonneg h0.le b1, mul_nonneg (sub_nonneg.2 h2) b2]
  have he : 0 < k * (1 - γ) / 2 := half_pos (mul_pos h0 (sub_pos.2 hγ1))
  refine ⟨Q (x 1) (x 0) / (k * (1 - γ) / 2), fun t => ?_⟩
  rw [← hxd, le_div_iff₀ he, ← cons t]
  nlinarith [lower (x (t + 1)) (x t), mul_nonneg he.le (nn (x (t + 1)))]

/-- The two-mode response matrix with off-diagonal entries `1/2` is symmetric and satisfies
`|v·Gv| ≤ v·v / 2`. -/
theorem xl_matrix_witness :
    (!![0, 1 / 2; 1 / 2, 0] : Matrix (Fin 2) (Fin 2) ℝ).IsSymm ∧ ∀ v : Fin 2 → ℝ,
      |v ⬝ᵥ (!![0, 1 / 2; 1 / 2, 0] : Matrix (Fin 2) (Fin 2) ℝ) *ᵥ v| ≤ 1 / 2 * (v ⬝ᵥ v) := by
  constructor
  · unfold Matrix.IsSymm
    ext i j
    fin_cases i <;> fin_cases j <;> simp
  · intro v
    have e1 : v ⬝ᵥ (!![0, 1 / 2; 1 / 2, 0] : Matrix (Fin 2) (Fin 2) ℝ) *ᵥ v = v 0 * v 1 := by
      simp [dotProduct, Matrix.mulVec, Fin.sum_univ_two]
      ring
    have e2 : v ⬝ᵥ v = v 0 * v 0 + v 1 * v 1 := by simp [dotProduct, Fin.sum_univ_two]
    rw [e1, e2, abs_le]
    constructor <;> nlinarith [sq_nonneg (v 0 + v 1), sq_nonneg (v 0 - v 1)]

end

end ExtendedLagrangianStability
```

```lean
#print axioms ExtendedLagrangianStability.xl_iff_error
#print axioms ExtendedLagrangianStability.xlStable_uniform_iff
#print axioms ExtendedLagrangianStability.xl_matrix_bounded
```

```
'ExtendedLagrangianStability.xl_iff_error' depends on axioms: [propext, Classical.choice, Quot.sound]
'ExtendedLagrangianStability.xlStable_uniform_iff' depends on axioms: [propext, Classical.choice, Quot.sound]
'ExtendedLagrangianStability.xl_matrix_bounded' depends on axioms: [propext, Classical.choice, Quot.sound]
```

### What the theorems state

`xlStable_iff` is the first claim: for all real $k,\rho,g$, `XLStable k ρ g` holds if and only if $0<k(1-g)$ and $k(1-g)<4$. `xlStable_uniform_iff` is the second: stability for every $g$ with $-1<g<1$ is equivalent to $0<k\le2$. The endpoint $k=2$ is included because the interval for $g$ is open. Each $g$ and each trajectory has its own constant; the explicit bound of `err_sq_le` has $a(4-a)$ in the denominator and grows without limit, at fixed $Q_0>0$, as $a$ approaches $0$ or $4$.

`xl_matrix_bounded` takes the symmetry `hG`, the bound `hγ` on the quadratic form, `hγ1` for $\gamma<1$, and `h0`, `h2` for $0<k\le2$, and concludes that the squared Euclidean distance $(p_t-\rho)\cdot(p_t-\rho)$ is bounded along any trajectory. The statement gives the existence of $C$; the value $2Q(x_1,x_0)/(k(1-\gamma))$ appears only inside the proof. It is a single implication, with no converse for matrices. For a symmetric $G$, a number $\gamma<1$ satisfying `hγ` exists exactly when all eigenvalues of $G$ lie in $(-1,1)$; this is standard linear algebra and is not proved in the file. Symmetry of $G$ in the plain dot product and the bound by $\gamma$ are assumptions on the SCF response and are not derived from any electronic-structure model. For one mode, $G=(g)$ and $\gamma=|g|$ are admissible, which corresponds to the sufficiency half of the scalar result. `xl_matrix_witness` shows that the $2\times2$ matrix with zero diagonal and off-diagonal entries $\tfrac12$ satisfies `hG` and `hγ` with $\gamma=\tfrac12$.

### How the proofs follow the derivation

`xl_iff_error` compares the two recurrences step by step, each direction being one `linear_combination h`. The form $Q$ of one mode is `shadow`, and `shadow_conserved` is an induction that substitutes the recurrence for $x_{n+2}$ and closes the identity $Q(w,u)=Q(u,v)$ with `ring`. In `err_sq_le` the denominator is cleared, $Q_0$ is rewritten as $Q(x_{n+1},x_n)$, and `nlinarith` receives the square `sq_nonneg (2 * x (n + 1) - (2 - a) * x n)` that was dropped by hand.

`err_growth` carries both inequalities of the induction together in `key`; `hpos` is $x_{n+1}\ge0$ and `hf` is $-a\,x_{n+1}\ge0$. `err_stagger` is the sign-flip identity. In `errStable_iff`, the step `unstable` applies the growth estimate to `errSol b`, the solution from $0,1$, and picks an $n$ larger than the supposed bound. The step `hflip` transfers stability from $a$ to $4-a$, so that `unstable` excludes both $a\le0$ and $a\ge4$. The converse takes the square root of the bound in `err_sq_le`. `xlStable_iff` shifts sequences by $\rho$ in both directions, and `xlStable_uniform_iff` tests the hypothesis at $g=0$ and at `1 - 4 / k`.

In `xl_matrix_bounded`, `hx` is the vector error recurrence, `hz` is its dot product with an arbitrary vector `z`, and `hs` is $u\cdot Gv=v\cdot Gu$. The step `cons` subtracts `hz` at $z=x_t$ from `hz` at $z=x_{t+2}$, which is the recurrence dotted with $w-v$, and corrects the order of factors by symmetry. In `lower`, `a1` and `a2` are the upper bound on the form at $u+v$ and the lower bound at $u-v$; they give `b1`, that is $u\cdot Gv\le\gamma S/2$, while `a3` gives `b2`, that is $u\cdot v\le S/2$. Multiplying `b1` by $k$ and `b2` by $2-k$ yields the lower bound on $Q$. For the witness, `e1` computes $v\cdot Gv=v_0v_1$ with components numbered $0$ and $1$, and the squares $(v_0\pm v_1)^2\ge0$ give $|v_0v_1|\le(v_0^2+v_1^2)/2$.

### Remarks

The argument never computes the roots of the characteristic equation $\lambda^2-(2-a)\lambda+1=0$, although its cases follow them. The conserved form handles $0<a<4$, where the roots are complex. The growth estimate, with staggering, handles $a\le0$ and $a\ge4$, where they are real, and it covers the repeated roots at $a=0$ and $a=4$ together with the distinct real roots. The many-mode proof needs no diagonalisation of $G$.

Bounded does not mean decaying. The following consequence is drawn here informally and is not a theorem of the file: for $0<a<4$ the form $Q$ is positive definite and constant, so a nonzero initial error cannot tend to zero, as the period-six example shows. How perturbations added at every step accumulate, and what a moving $\rho$ or the nonlinear part of $F$ does to the window, are questions about a different recurrence from the one in `IsXL` with a linear map.
